# The uncertainty product of a cavity mode bounds its virtual photon number from below in the vacuum of harmonic polaritons

A cavity mode couples so strongly to the vibrations of a molecular layer that the counter-rotating terms matter. I treat the vibrations as harmonic, diagonalise the Hopfield Hamiltonian and find photons in the ground state. Their number depends on how I count: the frequency of the empty cavity gives one value, and the frequency shifted by the diamagnetic term gives another, although the state is the same. Are these virtual photons just an artefact of the reference frequency, or is there a part that no choice of it removes? And can I get that part from the polariton frequencies and photon weights alone?

## What remains at every reference frequency

There is such a part, and it is nonzero as soon as two polaritons with photon weight differ in frequency. It is $\nu-\tfrac12$, where $\nu$ is the square root of the product of the photon's coordinate and momentum variances.

Take $\hbar=1$ and unit mass. In Coulomb gauge with the diamagnetic term kept, exchanging coordinate and momentum of each matter oscillator leaves only coordinate-coordinate coupling. An orthogonal matrix then diagonalises the Hamiltonian. With signs absorbed into the polariton coordinates $Q_k$ and momenta $\Pi_k$, the photon operators are

$$q=\sum_k\sqrt{c_k}\,Q_k,\qquad p=\sum_k\sqrt{c_k}\,\Pi_k,\qquad \sum_k c_k=1 .$$

The photon weights $c_k$ are squared entries of the orthogonal matrix, and their sum rule is equivalent to $[q,p]=i$. In the vacuum of independent oscillators with frequencies $w_k>0$, the means and cross terms vanish, while $\langle Q_k^2\rangle=1/(2w_k)$ and $\langle \Pi_k^2\rangle=w_k/2$. Hence the variances of $q$ and $p$ are

$$X=\sum_k\frac{c_k}{2w_k},\qquad P=\sum_k\frac{c_kw_k}{2},\qquad \nu=\sqrt{XP}.$$

**The uncertainty product.** Write $XP$ as a double sum and average it with the same sum after exchanging $j$ and $k$:

$$XP=\sum_{j,k}\frac{c_jc_k}{4}\frac{w_k}{w_j}=\frac18\sum_{j,k}c_jc_k\left(\frac{w_k}{w_j}+\frac{w_j}{w_k}\right).$$

The bracket equals $2+(w_j-w_k)^2/(w_jw_k)$, and $\sum_{j,k}c_jc_k=1$, so

$$XP-\frac14=\frac18\sum_{j,k}c_jc_k\frac{(w_j-w_k)^2}{w_jw_k}\ge0 .$$

Thus $\nu\ge\tfrac12$. If every weight is positive, equality makes every term vanish, which means that all frequencies agree.

**The photon number.** For a reference frequency $w_c>0$, the number operator has the mean

$$n=\frac12\left(w_cX+\frac{P}{w_c}-1\right).$$

Set $a=w_cX$ and $b=P/w_c$. Then $ab=\nu^2$ and

$$\left(\frac{a+b}{2}\right)^2-\nu^2=\left(\frac{a-b}{2}\right)^2\ge0,$$

so $n=(a+b)/2-\tfrac12\ge\nu-\tfrac12$. Equality holds exactly when $a=b$, that is, when $w_c^2X=P$. The choice $w_c=\sqrt{P/X}$ therefore reaches the floor.

Inserting the sums for $X$ and $P$ also gives

$$n=\frac12\sum_kc_k\left(\frac{w_c}{2w_k}+\frac{w_k}{2w_c}-1\right)=\sum_k c_k\frac{(w_k-w_c)^2}{4w_cw_k}.$$

**A ceiling for $\nu$.** Suppose that all frequencies lie in $[m,M]$ with $m>0$. Then

$$0\le\frac{(w_k-m)(M-w_k)}{w_k}=m+M-w_k-\frac{mM}{w_k}.$$

Averaging with the weights gives $2P+2mMX\le m+M$. Squaring, and using $(x+y)^2\ge4xy$ on the left, gives $16\,mM\,XP\le(m+M)^2$, hence

$$\nu\le\frac{m+M}{4\sqrt{mM}} .$$

Two polaritons $w_-$ and $w_+$ with weights $\tfrac12$ have $X=(w_-+w_+)/(4w_-w_+)$ and $P=(w_-+w_+)/4$. Their $\nu$ is $(w_-+w_+)/(4\sqrt{w_-w_+})$, which attains the ceiling. For frequencies 1 and 4 this is $0.625$, so at least $0.125$ photons remain; the reference frequency 2 gives exactly that number.

**A single polariton.** Here $c_1=1$ and $\nu=\tfrac12$, so the floor is zero. The number $n=(w_1-w_c)^2/(4w_cw_1)$ then comes only from the mismatch of reference frequency: the state is a squeezed vacuum, and $w_c=w_1$ removes all its photons. With several polaritons, $\nu>\tfrac12$ signals that the photon's reduced Gaussian state is mixed, through entanglement with matter, and squeezing cannot undo that.

## From variances to Lean definitions

The finite type `ι` labels the polaritons, and `c` and `w` give their weights and frequencies. The variances $X$ and $P$ are called `posVar` and `momVar`, and `virtualPhotons wc c w` is $n$. The function `nu` is the symplectic eigenvalue in the convention where a pure state has $\tfrac12$; some texts scale this value to 1.

- `uncertainty_excess` is the identity for $XP-\tfrac14$, with positive frequencies and weights summing to one.
- `half_le_nu_and_eq_iff` states $\nu\ge\tfrac12$ and the equality condition. It asks for strictly positive weights, so dark modes are left out of `ι`. A dark mode at a different frequency would leave $\nu=\tfrac12$ possible although the frequencies disagree.
- `nu_sub_half_le_virtualPhotons` gives the floor for every positive `wc`, together with its equality condition. The inequality needs only nonnegative weights; the sum rule enters when `virtualPhotons` is read as a photon number.
- `virtualPhotons_eq_sum` is the detuning formula, `nu_le_of_band` the ceiling, and `nu_two_polaritons` the value for equal sharing.

The frequency `wc` is a free parameter, independent of `w`. In a real cavity, changing the mirror spacing would change the polaritons as well; here only the way of counting changes.

The passage from a coupled Hamiltonian to these sums, by diagonalisation and vacuum expectation values, is built into the definitions. Anharmonic molecules, losses and a continuum of modes lie beyond this finite harmonic model. Within it, a simulation of ultrastrong coupling can report $\nu-\tfrac12$ next to the photon number and so separate the part that depends on the reference frequency from the part due to light-matter entanglement. Both parts refer to the photon of the Coulomb gauge; another gauge divides light from matter differently and can change $\nu$.

```lean
import Mathlib

open Finset

namespace PolaritonVacuum

noncomputable section

variable {ι : Type*} [Fintype ι]

/-- Variance of the photon coordinate in the polariton vacuum, for nonnegative photon weights `c k`
summing to one and positive polariton frequencies `w k` (units with `ħ = 1` and unit mass). -/
def posVar (c w : ι → ℝ) : ℝ := ∑ k, c k / (2 * w k)

/-- Variance of the photon momentum in the polariton vacuum, for nonnegative photon weights summing
to one and positive polariton frequencies (units with `ħ = 1` and unit mass). -/
def momVar (c w : ι → ℝ) : ℝ := ∑ k, c k * w k / 2

/-- The symplectic eigenvalue `ν` of the reduced photon state: the square root of the product of the
two variances, for nonnegative photon weights summing to one and positive polariton frequencies. -/
def nu (c w : ι → ℝ) : ℝ := √(posVar c w * momVar c w)

/-- Mean photon number in the polariton vacuum, counted with the reference frequency `wc`, for
positive `wc`, positive polariton frequencies and nonnegative photon weights summing to one. -/
def virtualPhotons (wc : ℝ) (c w : ι → ℝ) : ℝ :=
  (wc * posVar c w + momVar c w / wc - 1) / 2

/-- For nonnegative weights and positive frequencies the coordinate variance is nonnegative. -/
theorem posVar_nonneg {c w : ι → ℝ} (hc : ∀ k, 0 ≤ c k) (hw : ∀ k, 0 < w k) :
    0 ≤ posVar c w :=
  sum_nonneg fun k _ => div_nonneg (hc k) (by linarith [hw k])

/-- For positive frequencies and weights summing to one, the excess of the uncertainty product
over `1/4` is a weighted sum of squared differences of polariton frequencies. -/
theorem uncertainty_excess {c w : ι → ℝ} (hw : ∀ k, 0 < w k) (hsum : ∑ k, c k = 1) :
    posVar c w * momVar c w - 1 / 4 =
      1 / 8 * ∑ j, ∑ k, c j * c k * (w j - w k) ^ 2 / (w j * w k) := by
  -- write the product of variances as a double sum in both orders
  have h1 : posVar c w * momVar c w = ∑ j, ∑ k, c j / (2 * w j) * (c k * w k / 2) := by
    unfold posVar momVar
    rw [sum_mul_sum]
  have h2 : posVar c w * momVar c w = ∑ j, ∑ k, c j * w j / 2 * (c k / (2 * w k)) := by
    rw [mul_comm]
    unfold posVar momVar
    rw [sum_mul_sum]
  have h3 : ∑ j, ∑ k, c j * c k = 1 := by
    rw [← sum_mul_sum, hsum, one_mul]
  -- the symmetrised summand minus its constant part is a multiple of a squared difference
  have h4 : ∑ j, ∑ k, c j * c k * (w j - w k) ^ 2 / (w j * w k) =
      4 * (∑ j, ∑ k, c j / (2 * w j) * (c k * w k / 2)) +
      4 * (∑ j, ∑ k, c j * w j / 2 * (c k / (2 * w k))) - 2 * ∑ j, ∑ k, c j * c k := by
    simp only [mul_sum, ← sum_add_distrib, ← sum_sub_distrib]
    refine sum_congr rfl fun j _ => sum_congr rfl fun k _ => ?_
    have hj := (hw j).ne'
    have hk := (hw k).ne'
    field_simp
    ring
  rw [h4, ← h1, ← h2, h3]
  ring

/-- For positive photon weights summing to one and positive polariton frequencies, `ν` is at
least `1/2`, with equality exactly when all polariton frequencies agree. -/
theorem half_le_nu_and_eq_iff {c w : ι → ℝ} (hc : ∀ k, 0 < c k) (hw : ∀ k, 0 < w k)
    (hsum : ∑ k, c k = 1) :
    1 / 2 ≤ nu c w ∧ (nu c w = 1 / 2 ↔ ∀ j k, w j = w k) := by
  have hex := uncertainty_excess hw hsum
  have hterm : ∀ j k, 0 ≤ c j * c k * (w j - w k) ^ 2 / (w j * w k) := fun j k =>
    div_nonneg (mul_nonneg (mul_pos (hc j) (hc k)).le (sq_nonneg _)) (mul_pos (hw j) (hw k)).le
  have hrow : ∀ j, 0 ≤ ∑ k, c j * c k * (w j - w k) ^ 2 / (w j * w k) :=
    fun j => sum_nonneg fun k _ => hterm j k
  have hS : 0 ≤ ∑ j, ∑ k, c j * c k * (w j - w k) ^ 2 / (w j * w k) :=
    sum_nonneg fun j _ => hrow j
  have hXP : 1 / 4 ≤ posVar c w * momVar c w := by linarith
  refine ⟨Real.le_sqrt_of_sq_le (by linarith), fun h => ?_, fun h => ?_⟩
  · -- at equality every squared difference has to vanish
    have hsq : nu c w ^ 2 = posVar c w * momVar c w := Real.sq_sqrt (by linarith)
    rw [h] at hsq
    have h0 : ∑ j, ∑ k, c j * c k * (w j - w k) ^ 2 / (w j * w k) = 0 := by linarith
    intro j k
    have hj := (sum_eq_zero_iff_of_nonneg fun j _ => hrow j).1 h0 j (mem_univ j)
    have hjk := (sum_eq_zero_iff_of_nonneg fun k _ => hterm j k).1 hj k (mem_univ k)
    by_contra hne
    have hpos : 0 < c j * c k * (w j - w k) ^ 2 / (w j * w k) :=
      div_pos (mul_pos (mul_pos (hc j) (hc k)) (pow_pos_of_ne hne)) (mul_pos (hw j) (hw k))
    linarith
  · have h0 : ∑ j, ∑ k, c j * c k * (w j - w k) ^ 2 / (w j * w k) = 0 :=
      sum_eq_zero fun j _ => sum_eq_zero fun k _ => by rw [h j k]; simp
    have hq : posVar c w * momVar c w = (1 / 2) ^ 2 := by linarith
    unfold nu
    rw [hq, Real.sqrt_sq (by norm_num)]
where
  pow_pos_of_ne {a b : ℝ} (h : a ≠ b) : 0 < (a - b) ^ 2 :=
    sq_pos_of_ne_zero (sub_ne_zero.2 h)

/-- For nonnegative weights, positive polariton frequencies and positive `wc`, the value
`virtualPhotons wc c w` is at least `ν - 1/2`, with equality exactly when `wc ^ 2` times the
coordinate variance is the momentum variance. -/
theorem nu_sub_half_le_virtualPhotons {c w : ι → ℝ} {wc : ℝ} (hc : ∀ k, 0 ≤ c k)
    (hw : ∀ k, 0 < w k) (hwc : 0 < wc) :
    nu c w - 1 / 2 ≤ virtualPhotons wc c w ∧
      (virtualPhotons wc c w = nu c w - 1 / 2 ↔ wc ^ 2 * posVar c w = momVar c w) := by
  have hX := posVar_nonneg hc hw
  have hP : 0 ≤ momVar c w :=
    sum_nonneg fun k _ => div_nonneg (mul_nonneg (hc k) (hw k).le) (by norm_num)
  -- `b` is the momentum variance divided by `wc`
  obtain ⟨b, hb⟩ : ∃ b, b = momVar c w / wc := ⟨_, rfl⟩
  have hb0 : 0 ≤ b := hb ▸ div_nonneg hP hwc.le
  have hPb : momVar c w = wc * b := by rw [hb]; field_simp
  have ha0 : 0 ≤ wc * posVar c w := mul_nonneg hwc.le hX
  have hsq : nu c w ^ 2 = wc * posVar c w * b := by
    unfold nu
    rw [Real.sq_sqrt (mul_nonneg hX hP), hPb]
    ring
  have hnu : 0 ≤ nu c w := Real.sqrt_nonneg _
  unfold virtualPhotons
  rw [← hb]
  refine ⟨?_, fun h => ?_, fun h => ?_⟩
  · have : nu c w ≤ (wc * posVar c w + b) / 2 :=
      le_of_sq_le_sq (by nlinarith [sq_nonneg (wc * posVar c w - b)]) (by linarith)
    linarith
  · have h1 : nu c w = (wc * posVar c w + b) / 2 := by linarith
    rw [h1] at hsq
    have h2 : (wc * posVar c w - b) ^ 2 = 0 := by linarith
    have h3 : wc * posVar c w - b = 0 := pow_eq_zero_iff (two_ne_zero) |>.1 h2
    rw [hPb]
    linear_combination wc * h3
  · have h1 : wc * posVar c w = b := by
      apply mul_left_cancel₀ hwc.ne'
      linarith
    have h2 : nu c w = b := by
      rw [h1] at hsq
      exact le_antisymm (le_of_sq_le_sq (by linarith) hb0) (le_of_sq_le_sq (by linarith) hnu)
    linarith
where
  le_of_sq_le_sq {x y : ℝ} (h : x ^ 2 ≤ y ^ 2) (hy : 0 ≤ y) : x ≤ y :=
    (le_abs_self x).trans (abs_le_of_sq_le_sq h hy)

/-- For positive polariton frequencies, positive `wc` and weights summing to one,
`virtualPhotons wc c w` is a weighted sum of squared detunings of the polaritons from the reference
frequency `wc`. -/
theorem virtualPhotons_eq_sum {c w : ι → ℝ} {wc : ℝ} (hw : ∀ k, 0 < w k)
    (hsum : ∑ k, c k = 1) (hwc : 0 < wc) :
    virtualPhotons wc c w = ∑ k, c k * (w k - wc) ^ 2 / (4 * wc * w k) := by
  have h : ∑ k, c k * (w k - wc) ^ 2 / (4 * wc * w k) =
      wc / 2 * posVar c w + 1 / (2 * wc) * momVar c w - 1 / 2 * ∑ k, c k := by
    unfold posVar momVar
    simp only [mul_sum, ← sum_add_distrib, ← sum_sub_distrib]
    refine sum_congr rfl fun k _ => ?_
    have hk := (hw k).ne'
    field_simp
    ring
  rw [h, hsum]
  unfold virtualPhotons
  ring

/-- If the weights are nonnegative and sum to one and all frequencies lie between `m > 0` and
`M`, then `ν` is at most `(m + M) / (4 √(m M))`. -/
theorem nu_le_of_band {c w : ι → ℝ} {m M : ℝ} (hc : ∀ k, 0 ≤ c k) (hsum : ∑ k, c k = 1)
    (hm : 0 < m) (hmw : ∀ k, m ≤ w k) (hwM : ∀ k, w k ≤ M) :
    nu c w ≤ (m + M) / (4 * √(m * M)) := by
  have hw : ∀ k, 0 < w k := fun k => hm.trans_le (hmw k)
  obtain ⟨k₀⟩ : Nonempty ι := by
    by_contra h
    rw [not_nonempty_iff] at h
    simp at hsum
  have hM : 0 < M := (hw k₀).trans_le (hwM k₀)
  have hX := posVar_nonneg hc hw
  have hP : 0 ≤ momVar c w :=
    sum_nonneg fun k _ => div_nonneg (mul_nonneg (hc k) (hw k).le) (by norm_num)
  -- average the inequality `(w - m) (M - w) / w ≥ 0` over the photon weights
  have havg : (m + M) * ∑ k, c k - 2 * momVar c w - 2 * m * M * posVar c w =
      ∑ k, c k * ((w k - m) * (M - w k) / w k) := by
    unfold posVar momVar
    simp only [mul_sum, ← sum_sub_distrib]
    refine sum_congr rfl fun k _ => ?_
    have hk := (hw k).ne'
    field_simp
    ring
  have hnn : 0 ≤ ∑ k, c k * ((w k - m) * (M - w k) / w k) :=
    sum_nonneg fun k _ => mul_nonneg (hc k) (div_nonneg
      (mul_nonneg (sub_nonneg.2 (hmw k)) (sub_nonneg.2 (hwM k))) (hw k).le)
  rw [hsum] at havg
  have hkey : 2 * momVar c w + 2 * m * M * posVar c w ≤ m + M := by linarith
  have hsq := pow_le_pow_left₀ (by positivity) hkey 2
  refine Real.sqrt_le_iff.2 ⟨by positivity, ?_⟩
  rw [div_pow, mul_pow, Real.sq_sqrt (by positivity), le_div_iff₀ (by positivity)]
  nlinarith [sq_nonneg (2 * momVar c w - 2 * m * M * posVar c w)]

/-- Two polaritons of positive frequencies `wm` and `wp` that share the photon equally have
`ν = (wm + wp) / (4 √(wm wp))`. -/
theorem nu_two_polaritons {wm wp : ℝ} (hm : 0 < wm) (hp : 0 < wp) :
    nu ![1 / 2, 1 / 2] ![wm, wp] = (wm + wp) / (4 * √(wm * wp)) := by
  have h : posVar ![1 / 2, 1 / 2] ![wm, wp] * momVar ![1 / 2, 1 / 2] ![wm, wp] =
      ((wm + wp) / (4 * √(wm * wp))) ^ 2 := by
    rw [div_pow, mul_pow, Real.sq_sqrt (by positivity)]
    simp only [posVar, momVar, Fin.sum_univ_two, Matrix.cons_val_zero, Matrix.cons_val_one]
    field_simp
    ring
  unfold nu
  rw [h, Real.sqrt_sq (by positivity)]

end

end PolaritonVacuum
```

```lean
#print axioms PolaritonVacuum.half_le_nu_and_eq_iff
#print axioms PolaritonVacuum.virtualPhotons_eq_sum
#print axioms PolaritonVacuum.nu_le_of_band
#print axioms PolaritonVacuum.nu_two_polaritons
```

```
'PolaritonVacuum.half_le_nu_and_eq_iff' depends on axioms: [propext, Classical.choice, Quot.sound]
'PolaritonVacuum.virtualPhotons_eq_sum' depends on axioms: [propext, Classical.choice, Quot.sound]
'PolaritonVacuum.nu_le_of_band' depends on axioms: [propext, Classical.choice, Quot.sound]
'PolaritonVacuum.nu_two_polaritons' depends on axioms: [propext, Classical.choice, Quot.sound]
```

## Symmetrised sums and two squares in the proof

In `uncertainty_excess`, `h1` and `h2` expand the product of variances in its two orders through `sum_mul_sum`, and `h3` is the squared sum rule. The symmetrisation is `h4`: it compares the double sums term by term, where `field_simp` clears the nonzero frequencies and `ring` checks the polynomial identity.

For `half_le_nu_and_eq_iff`, `hterm` and `hrow` show that the terms and the row sums are nonnegative, which yields $XP\ge\tfrac14$ and then the bound on the root. If $\nu=\tfrac12$, the double sum is zero. Two uses of `sum_eq_zero_iff_of_nonneg` pass from the double sum to a row and from the row to a single term. Unequal frequencies would make that term strictly positive, a contradiction. Conversely, equal frequencies make each term zero.

The floor follows the calculation with $a$ and $b$. The proof names `b` for $P/w_c$ and records $\nu^2=ab$ as `hsq`. The square $(a-b)^2$ is handed to `nlinarith`, and the local lemma `le_of_sq_le_sq` returns from squares to the numbers themselves. In the equality case the same square is zero, so $a=b$, and multiplication by `wc` gives the stated condition. In the other direction, $a=b$ turns `hsq` into $\nu^2=b^2$, and both numbers are nonnegative.

The detuning formula is again a termwise comparison, followed by the sum rule. In `nu_le_of_band`, the sum rule first excludes an empty set of polaritons, which makes $M$ positive. Then `havg` is the averaged identity and `hkey` the inequality $2P+2mMX\le m+M$. After squaring, `nlinarith` receives $(2P-2mMX)^2\ge0$, which is the step $(x+y)^2\ge4xy$. For two polaritons, the proof evaluates the two-term sums, recognises $XP$ as the square of the stated positive fraction, and takes the root.
